# The difference of a finite Hamiltonian matrix's resolvents at two energies is a multiple of their product

For a Hamiltonian given as a finite square complex matrix $H$, the resolvent, or Green's operator, at complex energy $z$ is $G(z) = (z - H)^{-1}$. The theorem states the resolvent identity $G(w) - G(z) = (z - w)\,G(w)\,G(z)$, provided that $w - H$ and $z - H$ are both invertible; $H$ need not be Hermitian. The proof writes $G(w)$ as $G(w)\,(z - H)\,G(z)$ and $G(z)$ as $G(w)\,(w - H)\,G(z)$. It then takes out the common outer factors, which leaves $(z - H) - (w - H) = (z - w)\,1$ in the middle.

The first attempt, which Lean rejects:

```lean
import Mathlib

open Matrix Filter Topology

namespace LloydKrein

noncomputable section

variable {n : Type*} [Fintype n] [DecidableEq n]

/-- The resolvent (Green's operator) `(z - H)⁻¹` of a Hamiltonian matrix `H`. -/
def green (H : Matrix n n ℂ) (z : ℂ) : Matrix n n ℂ := (z • (1 : Matrix n n ℂ) - H)⁻¹

/-- The resolvent identity `G(w) - G(z) = (z - w) G(w) G(z)`, for `w - H` and `z - H` both
invertible. -/
theorem green_sub_green (H : Matrix n n ℂ) {w z : ℂ}
    (hw : IsUnit (w • (1 : Matrix n n ℂ) - H)) (hz : IsUnit (z • (1 : Matrix n n ℂ) - H)) :
    green H w - green H z = (z - w) • (green H w * green H z) := by
  have h1 : green H w * (w • (1 : Matrix n n ℂ) - H) = 1 :=
    Matrix.nonsing_inv_mul _ ((Matrix.isUnit_iff_isUnit_det _).1 hw)
  have h2 : (z • (1 : Matrix n n ℂ) - H) * green H z = 1 :=
    Matrix.mul_nonsing_inv _ ((Matrix.isUnit_iff_isUnit_det _).1 hz)
  have h3 : (z • (1 : Matrix n n ℂ) - H) - (w • (1 : Matrix n n ℂ) - H)
      = (z - w) • (1 : Matrix n n ℂ) := by module
  calc green H w - green H z
      = green H w * ((z • (1 : Matrix n n ℂ) - H) * green H z)
        - (green H w * (w • (1 : Matrix n n ℂ) - H)) * green H z := by
        rw [h1, h2, mul_one, one_mul]
    _ = green H w * ((z • (1 : Matrix n n ℂ) - H) - (w • (1 : Matrix n n ℂ) - H))
        * green H z := by
        rw [mul_sub, sub_mul, mul_assoc (green H w) (z • (1 : Matrix n n ℂ) - H)]
    _ = (z - w) • (green H w * green H z) := by
        rw [h3, mul_smul_comm, mul_one, smul_mul_assoc]

end

end LloydKrein
```

Messages:

```
Main.lean:31:30: error: Tactic `rewrite` failed: Did not find an occurrence of the pattern
  green H w * (z • 1 - H) * ?c
in the target expression
  green H w * (z • 1 * green H z - H * green H z) - (green H w * w • 1 - green H w * H) * green H z =
    green H w * (z • 1 - H - (w • 1 - H)) * green H z

n : Type u_1
inst✝¹ : Fintype n
inst✝ : DecidableEq n
H : Matrix n n ℂ
w z : ℂ
hw : IsUnit (w • 1 - H)
hz : IsUnit (z • 1 - H)
h1 : green H w * (w • 1 - H) = 1
h2 : (z • 1 - H) * green H z = 1
h3 : z • 1 - H - (w • 1 - H) = (z - w) • 1
⊢ green H w * (z • 1 * green H z - H * green H z) - (green H w * w • 1 - green H w * H) * green H z =
    green H w * (z • 1 - H - (w • 1 - H)) * green H z
```

What went wrong. The error is in the second `calc` step, which should take out the common factors. Used from left to right, `mul_sub` and `sub_mul` do the opposite and expand products over differences. Here `mul_sub` expands `green H w * (w • 1 - H)`, and `sub_mul` then expands `(z • 1 - H) * green H z`. The last rewrite, `mul_assoc`, looks for a product of the form `green H w * (z • 1 - H) * ?c`. The goal contains none: on the left `z • 1 - H` has been multiplied out, and on the right `green H w` multiplies the whole difference `z • 1 - H - (w • 1 - H)`.

The repair uses all three lemmas from right to left. First `← mul_assoc` regroups the first term as `green H w * (z • 1 - H) * green H z`, so that both terms end in the factor `green H z`. Then `← sub_mul` takes out that factor on the right, and `← mul_sub` takes out `green H w` on the left. The left side is now the same as the right, and `rw` closes the goal by reflexivity.

As a diff, the version that Lean accepts:

```diff
@@ -29,5 +29,5 @@
     _ = green H w * ((z • (1 : Matrix n n ℂ) - H) - (w • (1 : Matrix n n ℂ) - H))
         * green H z := by
-        rw [mul_sub, sub_mul, mul_assoc (green H w) (z • (1 : Matrix n n ℂ) - H)]
+        rw [← mul_assoc, ← sub_mul, ← mul_sub]
     _ = (z - w) • (green H w * green H z) := by
         rw [h3, mul_smul_comm, mul_one, smul_mul_assoc]
```
